# The Fock matrix correction of a QM/MM coupling through Mulliken charges

## Charges, potential and energy

Basis functions are labelled $m,n$ and atoms $B$; both sets are finite. Function $m$ sits on atom $a(m)$, written `site m` in Lean. All matrices are real.

```lean
import Mathlib

open Matrix

namespace MullikenEmbedding

noncomputable section
```

The coupling is specified by the nuclear charges $Z_B$, the overlap matrix $S$, an interaction $\Psi$ between the atomic charges, and the potential $\phi_B$ of the surroundings on the atoms. $\Psi$ can describe, for example, the interaction of the QM charges with their periodic images. Its symmetry is reciprocity: charge $B$ acts on charge $C$ as $C$ acts on $B$. Symmetry of $S$ and $\Psi$ is assumed throughout; positivity of $\Psi$ is assumed only in (g), and positivity of $S$ nowhere.

```lean
/-- Data of a QM/MM coupling through atomic charges: nuclear charges `Z`, the atom `site m`
carrying basis function `m`, the overlap `S`, the charge interaction `Ψ` and the external
potential `φ` on the atoms. -/
structure Coupling (M A : Type*) where
  Z : A → ℝ
  site : M → A
  S : Matrix M M ℝ
  Ψ : Matrix A A ℝ
  φ : A → ℝ
  S_symm : S.IsSymm
  Ψ_symm : Ψ.IsSymm
```

For a matrix $D$, the Mulliken population of atom $B$ is $p_B(D)=\sum_{m:\,a(m)=B}(DS)_{mm}$.

```lean
variable {M A : Type*} [Fintype M] [Fintype A] [DecidableEq A]

/-- Gross Mulliken population of each atom: the sum of `(D S)_mm` over its basis functions. -/
def Coupling.population (Q : Coupling M A) (D : Matrix M M ℝ) : A → ℝ :=
  fun B => ∑ m, if Q.site m = B then (D * Q.S) m m else 0
```

The charges are $q(D)=Z-p(D)$, in units of the elementary charge. If $D$ is the spin-summed density matrix, $p_B$ counts electrons.

```lean
/-- Mulliken charge of each atom: nuclear charge minus gross population. -/
def Coupling.charge (Q : Coupling M A) (D : Matrix M M ℝ) : A → ℝ :=
  Q.Z - Q.population D
```

The potential on the atoms is $V=\Psi q+\phi$.

```lean
/-- Potential on the atoms, `V = Ψ q + φ`. -/
def Coupling.potential (Q : Coupling M A) (D : Matrix M M ℝ) : A → ℝ :=
  Q.Ψ *ᵥ Q.charge D + Q.φ
```

The coupling energy is $E(D)=\tfrac12\,q\cdot\Psi q+q\cdot\phi$. The energy of the QM region itself is not included. The geometry and the charge distribution of the surroundings are held fixed, so $S$, $\Psi$ and $\phi$ do not depend on $D$.

```lean
/-- Coupling energy `q·Ψq / 2 + q·φ` as a function of the density matrix. -/
def Coupling.energy (Q : Coupling M A) (D : Matrix M M ℝ) : ℝ :=
  1 / 2 * (Q.charge D ⬝ᵥ Q.Ψ *ᵥ Q.charge D) + Q.charge D ⬝ᵥ Q.φ
```

Finally, let $F$ be the matrix `Q.fock D`, with entries
$$F_{mn}=-\tfrac12 S_{mn}\,(V_{a(m)}+V_{a(n)}).$$
It depends on $D$ through $V$. $D$ may be any real matrix unless a part says otherwise; neither idempotency nor a fixed electron number is imposed.

```lean
/-- Fock matrix correction: minus the overlap times the mean potential of the two atoms. -/
def Coupling.fock (Q : Coupling M A) (D : Matrix M M ℝ) : Matrix M M ℝ :=
  Matrix.of fun m n =>
    -(Q.S m n * (Q.potential D (Q.site m) + Q.potential D (Q.site n)) / 2)
```

## (a) Symmetry of the correction

Show that $F_{nm}=F_{mn}$.

**Solution.** Exchanging $m$ and $n$ leaves the sum of the two potentials unchanged, and $S_{nm}=S_{mn}$. Lean does the same entry by entry.

```lean
/-- The Fock correction is a symmetric matrix. -/
theorem Coupling.fock_isSymm (Q : Coupling M A) (D : Matrix M M ℝ) : (Q.fock D).IsSymm := by
  refine Matrix.IsSymm.ext fun m n => ?_
  simp only [Coupling.fock, Matrix.of_apply]
  rw [Q.S_symm.apply m n]
  ring
```

## (b) Response of the charges

Show that for any $X$ and real $t$,
$$q(D+tX)=q(D)-t\,p(X).$$

**Solution.** Since $((D+tX)S)_{mm}=(DS)_{mm}+t\,(XS)_{mm}$, summing over the functions on each atom gives $p(D+tX)=p(D)+t\,p(X)$. Subtract this from $Z$. In Lean the population statement is `h`, and `split_ifs` treats functions on and off the atom separately.

```lean
omit [Fintype A] in
/-- A change `t X` of the density matrix lowers the charges by `t` times the populations
of `X`. -/
theorem Coupling.charge_response (Q : Coupling M A) (D X : Matrix M M ℝ) (t : ℝ) :
    Q.charge (D + t • X) = Q.charge D - t • Q.population X := by
  have h : ∀ B, Q.population (D + t • X) B = Q.population D B + t * Q.population X B := by
    intro B
    simp only [Coupling.population, Matrix.add_mul, Matrix.smul_mul, Matrix.add_apply,
      Matrix.smul_apply, smul_eq_mul, Finset.mul_sum]
    rw [← Finset.sum_add_distrib]
    refine Finset.sum_congr rfl fun m _ => ?_
    split_ifs <;> ring
  funext B
  simp only [Coupling.charge, Pi.sub_apply, Pi.smul_apply, smul_eq_mul, h]
  ring
```

## (c) From atoms to basis functions

Show that for symmetric $X$, with $V$ and $F$ taken at $D$,
$$V\cdot p(X)=-\operatorname{tr}(XF).$$

**Solution.** Each basis function belongs to exactly one atom, so
$$V\cdot p(X)=\sum_{m,n}V_{a(m)}X_{mn}S_{nm}.$$
Renaming $m\leftrightarrow n$ and using the symmetry of $X$ and $S$ gives the same sum with $V_{a(n)}$ in place of $V_{a(m)}$. The mean of the two forms is
$$\tfrac12\sum_{m,n}X_{mn}S_{nm}(V_{a(m)}+V_{a(n)})=-\sum_{m,n}X_{mn}F_{nm}=-\operatorname{tr}(XF).$$
These three steps are `h1`, `h2` and `h3`.

```lean
/-- For symmetric `X`, the atomic potential at `D` paired with the populations of `X` is minus
the trace of `X` with the Fock correction at `D`. -/
theorem Coupling.potential_dot_population (Q : Coupling M A) (D : Matrix M M ℝ)
    {X : Matrix M M ℝ} (hX : X.IsSymm) :
    Q.potential D ⬝ᵥ Q.population X = -trace (X * Q.fock D) := by
  -- collect the sum over atoms into a sum over basis functions
  have h1 : Q.potential D ⬝ᵥ Q.population X =
      ∑ m, ∑ n, Q.potential D (Q.site m) * (X m n * Q.S n m) := by
    simp only [dotProduct, Coupling.population, Finset.mul_sum]
    rw [Finset.sum_comm]
    simp only [mul_ite, mul_zero, Finset.sum_ite_eq, Finset.mem_univ, if_true,
      Matrix.mul_apply, Finset.mul_sum]
  -- symmetry of `X` and `S` lets the potential sit on either index
  have h2 : ∑ m, ∑ n, Q.potential D (Q.site m) * (X m n * Q.S n m) =
      ∑ m, ∑ n, Q.potential D (Q.site n) * (X m n * Q.S n m) := by
    rw [Finset.sum_comm]
    refine Finset.sum_congr rfl fun m _ => Finset.sum_congr rfl fun n _ => ?_
    rw [hX.apply m n, Q.S_symm.apply n m]
  have h3 : trace (X * Q.fock D) =
      -(1 / 2) * (∑ m, ∑ n, Q.potential D (Q.site m) * (X m n * Q.S n m) +
        ∑ m, ∑ n, Q.potential D (Q.site n) * (X m n * Q.S n m)) := by
    simp only [Matrix.trace, Matrix.diag_apply, Matrix.mul_apply, Coupling.fock,
      Matrix.of_apply]
    rw [← Finset.sum_add_distrib, Finset.mul_sum]
    refine Finset.sum_congr rfl fun m _ => ?_
    rw [← Finset.sum_add_distrib, Finset.mul_sum]
    refine Finset.sum_congr rfl fun n _ => ?_
    ring
  linarith
```

## (d) Expansion to second order

Show that for symmetric $X$ and every real $t$,
$$E(D+tX)=E(D)+t\operatorname{tr}(XF)+\tfrac{t^2}{2}\,p(X)\cdot\Psi p(X).$$

**Solution.** Write $q=q(D)$ and $p=p(X)$. Inserting (b) into the energy gives
$$E(D+tX)=E(D)-\tfrac t2\,(q\cdot\Psi p+p\cdot\Psi q)-t\,p\cdot\phi+\tfrac{t^2}{2}\,p\cdot\Psi p.$$
Reciprocity gives $q\cdot\Psi p=p\cdot\Psi q$, so the linear term is $-t\,p\cdot(\Psi q+\phi)=-t\,p\cdot V$. By (c) this equals $t\operatorname{tr}(XF)$.

```lean
/-- Exact expansion of the coupling energy along a symmetric direction: it ends at second
order. -/
theorem Coupling.energy_expansion (Q : Coupling M A) (D : Matrix M M ℝ)
    {X : Matrix M M ℝ} (hX : X.IsSymm) (t : ℝ) :
    Q.energy (D + t • X) = Q.energy D + t * trace (X * Q.fock D) +
      t ^ 2 / 2 * (Q.population X ⬝ᵥ Q.Ψ *ᵥ Q.population X) := by
  have hp := Q.potential_dot_population D hX
  rw [Coupling.potential, add_dotProduct] at hp
  have hc := dotProduct_comm (Q.Ψ *ᵥ Q.charge D) (Q.population X)
  have hφ := dotProduct_comm Q.φ (Q.population X)
  -- reciprocity of the charge interaction
  have hs : Q.population X ⬝ᵥ Q.Ψ *ᵥ Q.charge D =
      Q.charge D ⬝ᵥ Q.Ψ *ᵥ Q.population X := by
    rw [Matrix.dotProduct_mulVec (Q.population X) Q.Ψ (Q.charge D),
      ← Matrix.mulVec_transpose, Q.Ψ_symm.eq, dotProduct_comm]
  simp only [Coupling.energy, Coupling.charge_response, Matrix.mulVec_sub, Matrix.mulVec_smul,
    sub_dotProduct, dotProduct_sub, smul_dotProduct, dotProduct_smul, smul_eq_mul]
  linear_combination (-t) * hp + t * hc + t * hφ + t / 2 * hs
```

The last line rests on `linear_combination`. This tactic subtracts the stated multiples of known equations from the goal and asks `ring` to confirm that nothing remains. To `ring`, each dot product is an opaque number, so $q\cdot\Psi p$ and $p\cdot\Psi q$ are unrelated until `hs` identifies them. The coefficients record the calculation: $-t$ brings in part (c) through `hp`, $t$ reorders dot products through `hc` and `hφ`, and $t/2$ merges the two cross terms.

## (e) The derivative

Show that for symmetric $X$,
$$\left.\frac{d}{dt}E(D+tX)\right|_{t=0}=\operatorname{tr}(XF).$$

**Solution.** Differentiate (d): the linear term contributes its coefficient, and the quadratic term contributes nothing at $t=0$. `HasDerivAt` states both that this derivative exists and what it is. Lean rewrites the energy as the polynomial and applies the rules for sums and powers.

For this coupling, quadratic in Mulliken charges at fixed geometry, $F$ is therefore the term to add to the Fock matrix in a self-consistent calculation with spin-summed $D$.

```lean
/-- The derivative of the coupling energy at `D` along a symmetric `X` is the trace of `X`
with the Fock correction. -/
theorem Coupling.hasDerivAt_energy (Q : Coupling M A) (D : Matrix M M ℝ)
    {X : Matrix M M ℝ} (hX : X.IsSymm) :
    HasDerivAt (fun t : ℝ => Q.energy (D + t • X)) (trace (X * Q.fock D)) 0 := by
  have hf : (fun t : ℝ => Q.energy (D + t • X)) = fun t : ℝ =>
      (Q.energy D + t * trace (X * Q.fock D)) +
        t ^ 2 * ((Q.population X ⬝ᵥ Q.Ψ *ᵥ Q.population X) / 2) := by
    funext t
    rw [Q.energy_expansion D hX t]
    ring
  rw [hf]
  have h := (((hasDerivAt_id' (0 : ℝ)).mul_const (trace (X * Q.fock D))).const_add
    (Q.energy D)).fun_add (((hasDerivAt_id' (0 : ℝ)).fun_pow 2).mul_const
      ((Q.population X ⬝ᵥ Q.Ψ *ᵥ Q.population X) / 2))
  exact h.congr_deriv (by simp)
```

## (f) Uniqueness among symmetric matrices

Let $G$ be symmetric, and suppose that $\operatorname{tr}(XG)$ is the derivative of $E$ at $D$ along every symmetric $X$. Show that
$$G=F.$$

**Solution.** By (e) and uniqueness of derivatives, $\operatorname{tr}(XG)=\operatorname{tr}(XF)$ for all symmetric $X$. Choose $X=G-F$, which is symmetric by (a). Then
$$0=\operatorname{tr}(X^2)=\sum_{m,n}X_{mn}^2,$$
so every entry of $X$ vanishes. The lemma `key` is this last step. Symmetry of $G$ matters, because adding an antisymmetric matrix to $F$ changes none of these traces.

```lean
/-- Uniqueness: if `G` is symmetric and, for every symmetric `X`, the trace of `X * G` is the
derivative of the coupling energy at `D` along `X`, then `G` is the Fock correction at `D`. -/
theorem Coupling.fock_unique (Q : Coupling M A) (D G : Matrix M M ℝ) (hG : G.IsSymm)
    (h : ∀ X : Matrix M M ℝ, X.IsSymm →
      HasDerivAt (fun t : ℝ => Q.energy (D + t • X)) (trace (X * G)) 0) :
    G = Q.fock D := by
  -- a symmetric matrix whose square has trace zero vanishes
  have key : ∀ X : Matrix M M ℝ, X.IsSymm → trace (X * X) = 0 → X = 0 := by
    intro X hX h0
    have e : ∑ m, ∑ n, X m n ^ 2 = trace (X * X) := by
      simp only [Matrix.trace, Matrix.diag_apply, Matrix.mul_apply]
      refine Finset.sum_congr rfl fun m _ => Finset.sum_congr rfl fun n _ => ?_
      rw [hX.apply m n, sq]
    rw [h0] at e
    ext m n
    have h1 := (Finset.sum_eq_zero_iff_of_nonneg (fun m _ =>
      Finset.sum_nonneg fun n _ => sq_nonneg (X m n))).1 e m (Finset.mem_univ m)
    have h2 := (Finset.sum_eq_zero_iff_of_nonneg (fun n _ =>
      sq_nonneg (X m n))).1 h1 n (Finset.mem_univ n)
    exact (pow_eq_zero_iff two_ne_zero).1 h2
  -- use the difference of the two candidates as the direction
  have hX : (G - Q.fock D).IsSymm := hG.sub (Q.fock_isSymm D)
  have h0 := (h _ hX).unique (Q.hasDerivAt_energy D hX)
  refine sub_eq_zero.1 (key _ hX ?_)
  rw [Matrix.mul_sub, Matrix.trace_sub, h0, sub_self]
```

## (g) A tangent bound

Suppose $x\cdot\Psi x\ge0$ for every $x$: no pattern of atomic charges has negative interaction energy through $\Psi$. For $D'-D$ symmetric, show that
$$E(D)+\operatorname{tr}\big((D'-D)F\big)\le E(D').$$

**Solution.** Put $X=D'-D$ and $t=1$ in (d). The remaining term, $\tfrac12\,p(X)\cdot\Psi p(X)$, is nonnegative. The hypothesis on $\Psi$ is a real restriction: it fails for the interaction with periodic images in a cubic cell with a uniform neutralising background, where a single charge has negative interaction energy with its images and the background.

```lean
/-- If the charge interaction is positive semidefinite and `D' - D` is symmetric, the coupling
energy at `D'` is at least its linear approximation from `D`, with slope given by the Fock
correction at `D`. -/
theorem Coupling.tangent_le_energy (Q : Coupling M A)
    (hΨ : ∀ x : A → ℝ, 0 ≤ x ⬝ᵥ Q.Ψ *ᵥ x) {D D' : Matrix M M ℝ} (hD : (D' - D).IsSymm) :
    Q.energy D + trace ((D' - D) * Q.fock D) ≤ Q.energy D' := by
  have h := Q.energy_expansion D hD 1
  rw [one_smul, add_sub_cancel] at h
  have hp := hΨ (Q.population (D' - D))
  linarith
```

## (h) Energy from the trace

For symmetric $D$, show that
$$E(D)=\operatorname{tr}(DF)+Z\cdot V-\tfrac12\,q\cdot\Psi q.$$

**Solution.** By the definition of $V$,
$$q\cdot V=q\cdot\Psi q+q\cdot\phi=E(D)+\tfrac12\,q\cdot\Psi q.$$
On the other hand $q=Z-p(D)$, and (c) with $X=D$ gives $q\cdot V=Z\cdot V+\operatorname{tr}(DF)$. Equate the two. The subtracted term removes the double counting of the charge interaction. In Lean the two expressions for $q\cdot V$ are `h2` and `h1`.

```lean
/-- For symmetric `D`, the coupling energy is the trace of `D` with the Fock correction, plus
the nuclear charges in the potential `V`, minus `q·Ψq / 2`. -/
theorem Coupling.energy_eq_trace (Q : Coupling M A) {D : Matrix M M ℝ} (hD : D.IsSymm) :
    Q.energy D = trace (D * Q.fock D) + Q.Z ⬝ᵥ Q.potential D -
      1 / 2 * (Q.charge D ⬝ᵥ Q.Ψ *ᵥ Q.charge D) := by
  have hp := Q.potential_dot_population D hD
  rw [dotProduct_comm] at hp
  -- the charges in the potential, written in two ways
  have h1 : Q.charge D ⬝ᵥ Q.potential D =
      Q.Z ⬝ᵥ Q.potential D - Q.population D ⬝ᵥ Q.potential D := by
    rw [← sub_dotProduct]
    rfl
  have h2 : Q.charge D ⬝ᵥ Q.potential D =
      Q.charge D ⬝ᵥ Q.Ψ *ᵥ Q.charge D + Q.charge D ⬝ᵥ Q.φ := by
    rw [← dotProduct_add]
    rfl
  rw [Coupling.energy]
  linarith

end

end MullikenEmbedding
```

```lean
#print axioms MullikenEmbedding.Coupling.fock_unique
#print axioms MullikenEmbedding.Coupling.tangent_le_energy
#print axioms MullikenEmbedding.Coupling.energy_eq_trace
```

```
'MullikenEmbedding.Coupling.fock_unique' depends on axioms: [propext, Classical.choice, Quot.sound]
'MullikenEmbedding.Coupling.tangent_le_energy' depends on axioms: [propext, Classical.choice, Quot.sound]
'MullikenEmbedding.Coupling.energy_eq_trace' depends on axioms: [propext, Classical.choice, Quot.sound]
```

## Directions that are not symmetric

In (c), symmetry of $X$ serves only to move the potential from one index to the other. Without that move, the same argument gives, for any real $X$, the derivative $\operatorname{tr}(XK)$ with $K_{mn}=-S_{mn}V_{a(n)}$. The symmetric part of $K$ is $F$. This variant is an exercise by hand, with no theorem for it in the code above.
